# A lone monovalent counterion stays near an infinitely long charged rod at infinite dilution exactly when the Manning parameter exceeds 1

Put one monovalent counterion around an infinitely long charged rod of radius 1, inside a coaxial cylindrical cell of radius $D$, and ask how likely it is to be found within radius 2. The rod attracts the ion with an energy $2\xi\ln r$ in units of $kT$, where $r$ is the distance from the axis and $\xi$ measures the strength of the attraction. The Boltzmann factor is then $r^{-2\xi}$. The circumference available at distance $r$ grows like $r$, so the radial weight is $r^{1-2\xi}$.

For $\xi=2$ the weight is $r^{-3}$, and the probability is

$$\frac{\int_1^2 r^{-3}\,dr}{\int_1^D r^{-3}\,dr}=\frac{3/8}{(1-D^{-2})/2}\;\longrightarrow\;\frac34\qquad(D\to\infty).$$

For $\xi=1$ the weight is $r^{-1}$, and the probability is $\ln 2/\ln D$, which tends to 0. The numerator is a fixed number in both cases. What decides the outcome is whether the weight of the whole cell stays finite as the cell grows, and that changes at $\xi=1$.

## Energy, weight and probability

```lean
import Mathlib

open Filter Topology

namespace ManningCondensation

noncomputable section
```

The first line loads Mathlib, the mathematical library on which the proofs draw. The `open` line gives access to the short notation for limits that appears below.

```lean
/-- Radial weight of a counterion at distance `r > 0` from the axis of a charged rod: the
cylindrical factor `r` times the Boltzmann factor of the energy `2 ξ ln r` (in units of `kT`). -/
def radialWeight (ξ r : ℝ) : ℝ := r * Real.exp (-(2 * ξ * Real.log r))
```

A `def` introduces a function, here of two real numbers. In ordinary notation it reads

$$w_\xi(r)=r\,e^{-2\xi\ln r}.$$

The physics enters here, as an assumption. The logarithm is the potential of an infinitely long, uniformly charged line without added salt. Far from a rod of finite length the energy is proportional to $-1/r$ instead, and such a rod loses its ion as $D\to\infty$ whatever the value of $\xi$. For a monovalent counterion, $\xi$ is the Manning parameter: the Bjerrum length divided by the length of rod per elementary charge. The Bjerrum length is the distance at which two elementary charges in the solvent interact with energy $kT$. The solvent is a uniform dielectric, and the ion is a point that interacts with nothing but the rod.

Lean takes $\xi$ to be any real number, so a repulsive rod, with $\xi<0$, is included. The choice of length unit inside the logarithm only multiplies $w_\xi$ by a constant, which cancels in the probability.

```lean
/-- Total weight of the cylindrical shell between the radii `a` and `b`. -/
def shellWeight (ξ a b : ℝ) : ℝ := ∫ r in a..b, radialWeight ξ r
```

This is the integral $W_\xi(a,b)=\int_a^b w_\xi(r)\,dr$. The angle around the axis and the position along it contribute the same constant factor to every shell, so both are left out.

```lean
/-- Probability that a counterion confined between the rod surface `R` and the cell wall `D`
lies within the radius `R1`, for `0 < R < R1 ≤ D`. -/
def boundFraction (ξ R R1 D : ℝ) : ℝ := shellWeight ξ R R1 / shellWeight ξ R D
```

The probability of finding the ion within $R_1$ is

$$P(D)=\frac{W_\xi(R,R_1)}{W_\xi(R,D)}.$$

It is a ratio of two unnormalised weights, and the denominator is the partition function of the cell up to that constant factor. The ratio is a probability when $0<R<R_1\le D$. The definition does not impose these inequalities; the theorems assume the ones on $R$ and $R_1$, and $D\ge R_1$ holds automatically once $D$ is large.

## Shell weights in closed form

```lean
/-- At positive distance the radial weight is the power law `r ^ (1 - 2 ξ)`. -/
theorem radialWeight_eq_rpow (ξ : ℝ) {r : ℝ} (hr : 0 < r) :
    radialWeight ξ r = r ^ (1 - 2 * ξ) := by
  unfold radialWeight
  rw [Real.rpow_def_of_pos hr,
    show Real.log r * (1 - 2 * ξ) = Real.log r + -(2 * ξ * Real.log r) by ring,
    Real.exp_add, Real.exp_log hr]
```

A `theorem` lists its hypotheses before the colon and its claim after it. Here `hr` is the name of the hypothesis $r>0$, and the claim is $w_\xi(r)=r^{1-2\xi}$. By hand,

$$r\,e^{-2\xi\ln r}=e^{\ln r}e^{-2\xi\ln r}=e^{(1-2\xi)\ln r}=r^{1-2\xi}.$$

The proof runs this chain from the right. Each item in the `rw` list replaces one expression by an equal one: the real power becomes an exponential, the exponent is split into a sum, the exponential of the sum becomes a product, and $e^{\ln r}$ becomes $r$.

```lean
/-- Away from `ξ = 1` the weight of a shell with positive radii is a difference of powers. -/
theorem shellWeight_of_ne {ξ a b : ℝ} (hξ : ξ ≠ 1) (ha : 0 < a) (hb : 0 < b) :
    shellWeight ξ a b = (b ^ (2 - 2 * ξ) - a ^ (2 - 2 * ξ)) / (2 - 2 * ξ) := by
  have hpos : ∀ r ∈ Set.uIcc a b, 0 < r := fun r hr => lt_of_lt_of_le (lt_min ha hb) hr.1
  have h1 : shellWeight ξ a b = ∫ r in a..b, r ^ (1 - 2 * ξ) :=
    intervalIntegral.integral_congr fun r hr => radialWeight_eq_rpow ξ (hpos r hr)
  have hne : 1 - 2 * ξ ≠ -1 := fun h => hξ (by linarith)
  rw [h1, integral_rpow (Or.inr ⟨hne, fun h => lt_irrefl _ (hpos 0 h)⟩),
    show 1 - 2 * ξ + 1 = 2 - 2 * ξ by ring]
```

For $\xi\neq1$ and positive radii $a,b$, the power rule gives

$$W_\xi(a,b)=\int_a^b r^{1-2\xi}\,dr=\frac{b^{2-2\xi}-a^{2-2\xi}}{2-2\xi}.$$

The proof first records in `hpos` that every radius between $a$ and $b$ is positive, so that the previous theorem applies under the integral sign. It then calls Mathlib's power rule, `integral_rpow`. That rule covers every exponent different from $-1$ when the interval avoids $0$. The first condition is $\xi\ne1$, and `hpos` supplies the second.

```lean
/-- At `ξ = 1` the weight of a shell with positive radii is the logarithm of their ratio. -/
theorem shellWeight_one {a b : ℝ} (ha : 0 < a) (hb : 0 < b) :
    shellWeight 1 a b = Real.log (b / a) := by
  have h1 : shellWeight 1 a b = ∫ r in a..b, r⁻¹ := by
    refine intervalIntegral.integral_congr fun r hr => ?_
    have hr0 : 0 < r := lt_of_lt_of_le (lt_min ha hb) hr.1
    change radialWeight 1 r = r⁻¹
    rw [radialWeight_eq_rpow 1 hr0, show (1 - 2 * 1 : ℝ) = -1 by norm_num, Real.rpow_neg_one]
  rw [h1, integral_inv_of_pos ha hb]
```

At $\xi=1$ the integrand is $1/r$, and

$$W_1(a,b)=\int_a^b\frac{dr}{r}=\ln\frac ba.$$

The proof has the same two stages: rewrite the integrand, then quote the known integral.

## The weight of a growing cell

```lean
/-- For `ξ ≤ 1` the weight of the whole cell around a rod of positive radius grows without
bound as the cell is enlarged. -/
theorem shellWeight_tendsto_atTop {ξ R : ℝ} (hξ : ξ ≤ 1) (hR : 0 < R) :
    Tendsto (fun D => shellWeight ξ R D) atTop atTop := by
  rcases eq_or_lt_of_le hξ with h | h
  · -- logarithmic divergence at the threshold
    subst h
    have hlog : Tendsto (fun D : ℝ => Real.log (D / R)) atTop atTop :=
      Real.tendsto_log_atTop.comp (tendsto_id.atTop_div_const hR)
    refine hlog.congr' ?_
    filter_upwards [eventually_gt_atTop 0] with D hD
    exact (shellWeight_one hR hD).symm
  · -- power-law divergence below it
    have hp : 0 < 2 - 2 * ξ := by linarith
    have hpow := (tendsto_atTop_add_const_right atTop (-R ^ (2 - 2 * ξ))
      (tendsto_rpow_atTop hp)).atTop_div_const hp
    refine hpow.congr' ?_
    filter_upwards [eventually_gt_atTop 0] with D hD
    rw [shellWeight_of_ne h.ne hR hD]
    ring
```

`Tendsto f atTop atTop` says that $f(D)\to\infty$ as $D\to\infty$. The expression `fun D => shellWeight ξ R D` is the weight of the cell regarded as a function of $D$ alone. The theorem states that this weight diverges whenever $\xi\le1$ and $R>0$.

By hand there are two cases. At $\xi=1$ the weight is $\ln(D/R)$, which grows without bound. For $\xi<1$ set $p=2-2\xi>0$; then

$$W_\xi(R,D)=\frac{D^p-R^p}{p}\to\infty.$$

The `rcases` line makes the same split. In each branch the proof first establishes the limit for the explicit formula and then transfers it to `shellWeight` with `congr'`. This transfer needs the two functions to agree only for large $D$, and the `filter_upwards` line provides agreement for all $D>0$.

```lean
/-- For `ξ > 1` the weight of the whole cell around a rod of positive radius converges to
`R ^ (2 - 2 ξ) / (2 ξ - 2)` as the cell is enlarged. -/
theorem shellWeight_tendsto_of_one_lt {ξ R : ℝ} (hξ : 1 < ξ) (hR : 0 < R) :
    Tendsto (fun D => shellWeight ξ R D) atTop
      (𝓝 (R ^ (2 - 2 * ξ) / (2 * ξ - 2))) := by
  have hq : 0 < 2 * ξ - 2 := by linarith
  have h0 : Tendsto (fun D : ℝ => D ^ (2 - 2 * ξ)) atTop (𝓝 0) := by
    have h := tendsto_rpow_neg_atTop hq
    rwa [show -(2 * ξ - 2) = 2 - 2 * ξ by ring] at h
  have h1 := (h0.sub_const (R ^ (2 - 2 * ξ))).div_const (2 - 2 * ξ)
  have hlim : (0 - R ^ (2 - 2 * ξ)) / (2 - 2 * ξ) = R ^ (2 - 2 * ξ) / (2 * ξ - 2) := by
    rw [zero_sub, show 2 - 2 * ξ = -(2 * ξ - 2) by ring, neg_div_neg_eq]
  rw [hlim] at h1
  refine h1.congr' ?_
  filter_upwards [eventually_gt_atTop 0] with D hD
  exact (shellWeight_of_ne hξ.ne' hR hD).symm
```

With `𝓝 c` in the last place, `Tendsto` says that the function converges to the number $c$. For $\xi>1$ set $q=2\xi-2>0$. The closed form becomes

$$W_\xi(R,D)=\frac{D^{-q}-R^{-q}}{-q}\;\longrightarrow\;\frac{R^{-q}}{q},$$

because $D^{-q}\to0$. In the proof, `h0` is the limit of $D^{-q}$, `h1` carries it through the subtraction and the division, and `hlim` tidies the signs. The partition function of the ion, per unit length of the cell, therefore stays finite when the cell becomes infinitely wide.

## The threshold at $\xi=1$

```lean
/-- **Manning threshold.** For `0 < R < R1`, the probability of finding the counterion within
`R1` tends, as the cell radius goes to infinity, to zero if `ξ ≤ 1` and to the positive value
`1 - (R / R1) ^ (2 ξ - 2)` if `ξ > 1`. -/
theorem manning_threshold {ξ R R1 : ℝ} (hR : 0 < R) (hR1 : R < R1) :
    (ξ ≤ 1 → Tendsto (fun D => boundFraction ξ R R1 D) atTop (𝓝 0)) ∧
    (1 < ξ → Tendsto (fun D => boundFraction ξ R R1 D) atTop
        (𝓝 (1 - (R / R1) ^ (2 * ξ - 2))) ∧
      0 < 1 - (R / R1) ^ (2 * ξ - 2)) := by
  have hR1pos : 0 < R1 := hR.trans hR1
  refine ⟨fun hξ => tendsto_const_nhds.div_atTop (shellWeight_tendsto_atTop hξ hR),
    fun hξ => ⟨?_, ?_⟩⟩
  · have hq : 0 < 2 * ξ - 2 := by linarith
    have hZ : R ^ (2 - 2 * ξ) / (2 * ξ - 2) ≠ 0 :=
      (div_pos (Real.rpow_pos_of_pos hR _) hq).ne'
    have hlim : Tendsto (fun D => boundFraction ξ R R1 D) atTop
        (𝓝 (shellWeight ξ R R1 / (R ^ (2 - 2 * ξ) / (2 * ξ - 2)))) :=
      tendsto_const_nhds.div (shellWeight_tendsto_of_one_lt hξ hR) hZ
    -- the ratio of the two limiting weights, in terms of a = R^q and b = R1^q
    have halg : ∀ a b q : ℝ, 0 < a → 0 < b → 0 < q →
        (b⁻¹ - a⁻¹) / (-q) / (a⁻¹ / q) = 1 - a / b := by
      intro a b q ha hb hq
      field_simp
      ring
    rw [shellWeight_of_ne hξ.ne' hR hR1pos, show 2 - 2 * ξ = -(2 * ξ - 2) by ring,
      Real.rpow_neg hR.le, Real.rpow_neg hR1pos.le,
      halg _ _ _ (Real.rpow_pos_of_pos hR _) (Real.rpow_pos_of_pos hR1pos _) hq,
      ← Real.div_rpow hR.le hR1pos.le] at hlim
    exact hlim
  · have h := Real.rpow_lt_one (div_pos hR hR1pos).le ((div_lt_one hR1pos).2 hR1)
      (show 0 < 2 * ξ - 2 by linarith)
    linarith
```

The hypotheses are $0<R<R_1$, with both radii held fixed while $D$ grows. The symbol `∧` means "and", and the arrow `→` means "implies". The theorem makes two statements:

- If $\xi\le1$, then $P(D)\to0$.
- If $\xi>1$, then $P(D)\to1-(R/R_1)^{2\xi-2}$, and this number is positive.

The first follows at once, since a fixed numerator is divided by a weight that tends to infinity. In Lean this is the single step `tendsto_const_nhds.div_atTop`.

For the second, keep $q=2\xi-2$. The numerator is $W_\xi(R,R_1)=(R^{-q}-R_1^{-q})/q$, and the denominator tends to $R^{-q}/q$, which is not zero. The limit of the ratio is therefore the ratio of the limits:

$$\frac{(R^{-q}-R_1^{-q})/q}{R^{-q}/q}=1-\frac{R_1^{-q}}{R^{-q}}=1-\left(\frac{R}{R_1}\right)^{q}.$$

Since $0<R/R_1<1$ and $q>0$, the power is less than 1 and the limit is positive.

The proof follows these lines. `hZ` states that the limiting denominator is nonzero, and `hlim` is the limit of the quotient. `halg` is the algebra above, written with $a=R^q$ and $b=R_1^q$, and the long `rw` brings `hlim` into the form to which `halg` applies. The last three lines prove positivity. With $R=1$, $R_1=2$ and $\xi=2$, the formula returns the $3/4$ of the opening example.

Manning's name is usually attached to a statement about many counterions, which condense until the effective charge of the rod has dropped to the threshold value. The theorem concerns a single ion that feels the bare rod. It locates the same threshold, but its limiting fraction depends on the chosen radius $R_1$ and is not the fraction of the rod's charge that is neutralised. A simulation of one counterion in this logarithmic potential has a finite cell radius $D$, and its sampled bound fraction should be compared with $P(D)$ itself, which the closed forms of the shell weights supply. Near $\xi=1$ the limit is approached slowly: at $\xi=1$ the probability falls only as $1/\ln(D/R)$.

```lean
/-- For `0 < R < R1`, the probability of finding the counterion within `R1` has a positive
limit at infinite cell radius exactly when `ξ > 1`. -/
theorem condensation_iff {ξ R R1 : ℝ} (hR : 0 < R) (hR1 : R < R1) :
    (∃ c : ℝ, 0 < c ∧ Tendsto (fun D => boundFraction ξ R R1 D) atTop (𝓝 c)) ↔ 1 < ξ := by
  constructor
  · rintro ⟨c, hc, hlim⟩
    by_contra h
    have h0 := (manning_threshold hR hR1).1 (not_lt.1 h)
    exact hc.ne' (tendsto_nhds_unique hlim h0)
  · intro hξ
    obtain ⟨hlim, hpos⟩ := (manning_threshold hR hR1).2 hξ
    exact ⟨_, hpos, hlim⟩
```

This theorem turns the threshold into an equivalence. The left side of `↔` reads: there is a number $c>0$ such that $P(D)\to c$. The right side is $\xi>1$. The radii again satisfy $0<R<R_1$, so the criterion is the same for every choice of $R_1$, although the value of the limit is not.

From right to left, the previous theorem supplies the positive limit. From left to right, suppose that $P(D)\to c>0$ but $\xi\le1$. Then also $P(D)\to0$, and since a function has at most one limit, $c=0$, a contradiction. The uniqueness step is `tendsto_nhds_unique`.

## The radius that holds a given fraction

```lean
/-- For `ξ > 1`, `R > 0` and `0 < f < 1`, the cylinder of radius
`R (1 - f) ^ (-1 / (2 ξ - 2))` holds the counterion with probability tending to `f` as the
cell radius goes to infinity. -/
theorem capture_radius {ξ R f : ℝ} (hξ : 1 < ξ) (hR : 0 < R) (hf0 : 0 < f) (hf1 : f < 1) :
    Tendsto (fun D => boundFraction ξ R (R * (1 - f) ^ (-(1 / (2 * ξ - 2)))) D) atTop
      (𝓝 f) := by
  have hq : 0 < 2 * ξ - 2 := by linarith
  have hf : 0 < 1 - f := by linarith
  have hgt : 1 < (1 - f) ^ (-(1 / (2 * ξ - 2))) :=
    Real.one_lt_rpow_of_pos_of_lt_one_of_neg hf (by linarith)
      (neg_lt_zero.2 (one_div_pos.2 hq))
  have hlim := ((manning_threshold hR (lt_mul_of_one_lt_right hR hgt)).2 hξ).1
  have hcancel : ∀ y : ℝ, 0 < y → R / (R * y⁻¹) = y := by
    intro y hy
    field_simp
  -- in the limit of an infinite cell, the chosen radius leaves the fraction 1 - f outside
  have hkey : (R / (R * (1 - f) ^ (-(1 / (2 * ξ - 2))))) ^ (2 * ξ - 2) = 1 - f := by
    rw [Real.rpow_neg hf.le, hcancel _ (Real.rpow_pos_of_pos hf _), ← Real.rpow_mul hf.le,
      one_div_mul_cancel hq.ne', Real.rpow_one]
  rw [hkey, sub_sub_cancel] at hlim
  exact hlim

end

end ManningCondensation
```

Here the question is reversed: for $\xi>1$ and a prescribed probability $f$ with $0<f<1$, which cylinder holds the ion with probability $f$ at infinite dilution? Setting the limiting value equal to $f$ and solving for the radius gives

$$1-\left(\frac{R}{R_1}\right)^{2\xi-2}=f
\quad\Longrightarrow\quad
R_1=R\,(1-f)^{-1/(2\xi-2)}.$$

The theorem states that, with this $R_1$, the probability $P(D)$ tends to $f$. For $R=1$, $\xi=2$ and $f=3/4$ the radius is $(1/4)^{-1/2}=2$, as in the opening example.

The proof checks the solution by substituting it. The threshold theorem requires $R_1>R$, and `hgt` provides this: a number between 0 and 1 raised to a negative power exceeds 1. Then `hkey` computes

$$\left(\frac{R}{R_1}\right)^{2\xi-2}=\left((1-f)^{1/(2\xi-2)}\right)^{2\xi-2}=1-f,$$

and the limit becomes $1-(1-f)=f$.

```lean
#print axioms ManningCondensation.manning_threshold
-- 'ManningCondensation.manning_threshold' depends on axioms: [propext, Classical.choice, Quot.sound]
#print axioms ManningCondensation.condensation_iff
-- 'ManningCondensation.condensation_iff' depends on axioms: [propext, Classical.choice, Quot.sound]
#print axioms ManningCondensation.capture_radius
-- 'ManningCondensation.capture_radius' depends on axioms: [propext, Classical.choice, Quot.sound]
```
